# A continuous, nondecreasing crystal phase in [0, π] gives exactly one image-state energy for each n ≥ 1 in the phase model

Let $R>0$, and let the crystal phase $c(E)$ be continuous and nondecreasing for $E<0$, with values in $[0,\pi]$. Then for every integer $n\ge 1$ the round-trip phase condition

$$\pi\left(\sqrt{\frac{4R}{-E}}-1\right)+c(E)=2\pi n$$

has exactly one solution $E<0$, and it satisfies

$$-\frac{R}{n^2}\;\le\;E\;\le\;-\frac{R}{(n+\tfrac12)^2}.$$

Energies are measured from the vacuum level. The first term is the model's approximate formula for the phase an electron gains on reflection from the image barrier outside the surface, and $c(E)$ is the phase it gains on reflection from the crystal. The constant $R$ sets the energy scale of the image series. In front of a perfect conductor the image potential is $-1/(4z)$ in atomic units, with $z$ the distance from the surface. This is a hydrogen-like problem with charge $1/4$, so $R=1/32$ hartree.

## Bracketing the root in a phase-model code

A code that computes image-state energies from this one-dimensional, single-electron model generally solves the phase condition numerically, because $c$ depends on $E$ and the condition is then implicit. The two bounds supply a bracket for bisection or a similar method. At the lower end the left side minus $2\pi n$ is $c-\pi\le 0$, and at the upper end it is $c\ge 0$. Either value may be zero, so the code should accept a root at an endpoint.

The bracket narrows roughly as $R/n^3$, so a fixed absolute tolerance in energy eventually becomes too coarse. With the variable $a=\sqrt{R/(-E)}$ the condition reads

$$\pi(2a-1)+c(-R/a^2)=2\pi n,\qquad n\le a\le n+\tfrac12,$$

and the bracket has width $1/2$ for every $n$.

## From the barrier phase to a single root

Write $B(E)=\pi\left(\sqrt{4R/(-E)}-1\right)$ for the barrier phase.

**The barrier phase increases strictly.** If $x<y<0$, then $0<-y<-x$, hence $4R/(-x)<4R/(-y)$. The square root preserves the strict inequality, so $B(x)<B(y)$.

**Its value at a Rydberg energy.** For $a>0$ and $E=-R/a^2$ we have $4R/(-E)=4a^2$, so

$$B(-R/a^2)=\pi(2a-1).$$

Set $E_-=-R/n^2$ and $E_+=-R/(n+\tfrac12)^2$. Taking $a=n$ and $a=n+\tfrac12$ gives $B(E_-)=2\pi n-\pi$ and $B(E_+)=2\pi n$.

**Every solution lies in the window.** A solution satisfies $B(E)=2\pi n-c(E)$. Since $0\le c(E)\le\pi$, this gives $B(E_-)\le B(E)\le B(E_+)$, and strict monotonicity of $B$ gives $E_-\le E\le E_+$.

**A solution exists.** The total phase $F=B+c$ is continuous on $[E_-,E_+]$, and

$$F(E_-)=2\pi n-\pi+c(E_-)\le 2\pi n\le 2\pi n+c(E_+)=F(E_+).$$

By the intermediate value theorem, $F$ takes the value $2\pi n$ in the window.

**There is only one.** $F$ is the sum of a strictly increasing and a nondecreasing function, so it is strictly increasing and takes each value at most once.

**The Rydberg form.** Define the quantum defect $\delta(E)=\tfrac12\left(1-c(E)/\pi\right)$. At $a=n+\delta(E)$ the barrier phase is $\pi(2n+2\delta(E)-1)=2\pi n-c(E)$. Since $B$ is injective, the phase condition is equivalent to

$$E=-\frac{R}{(n+\delta(E))^2}.$$

This is still an implicit equation unless $c$ is constant. Constant $c=\pi$ gives $E_-$ and constant $c=0$ gives $E_+$, so neither bound can be improved under the stated hypotheses.

**Order and limit.** Suppose $E$ belongs to $m$ and $E'$ to $n>m$, but $E'\le E$. Then $B(E')\le B(E)$, so $2\pi(n-m)\le c(E')-c(E)\le\pi$, which is impossible. Levels therefore rise with $n$. They converge to the vacuum level because $-R/n^2\le E<0$.

## The definitions and theorems in Lean

```lean
import Mathlib

open Real Set Filter Topology

namespace ImagePotentialStates

noncomputable section

/-- The phase gained on reflection from the image barrier at energy `E < 0`, measured from the
vacuum level, with Rydberg-like constant `R`. -/
def barrierPhase (R E : ℝ) : ℝ := π * (√(4 * R / (-E)) - 1)

/-- `E` is the energy of an image state with number `n`: it lies below the vacuum level, and the
barrier phase and the crystal phase `c` add up to `2πn`. -/
def IsImageState (R : ℝ) (c : ℝ → ℝ) (n : ℕ) (E : ℝ) : Prop :=
  E < 0 ∧ barrierPhase R E + c E = 2 * π * n

/-- The quantum defect belonging to the crystal phase `c` at energy `E`. -/
def quantumDefect (c : ℝ → ℝ) (E : ℝ) : ℝ := (1 - c E / π) / 2

/-- For `R > 0` and `a > 0` the Rydberg energy `-R/a²` lies below the vacuum level. -/
theorem rydberg_neg {R a : ℝ} (hR : 0 < R) (ha : 0 < a) : -R / a ^ 2 < 0 :=
  div_neg_of_neg_of_pos (neg_lt_zero.2 hR) (pow_pos ha 2)

/-- For `R > 0` and `a > 0` the barrier phase at the Rydberg energy `-R/a²` is `π(2a - 1)`. -/
theorem barrierPhase_rydberg {R a : ℝ} (hR : 0 < R) (ha : 0 < a) :
    barrierPhase R (-R / a ^ 2) = π * (2 * a - 1) := by
  have h : 4 * R / (-(-R / a ^ 2)) = (2 * a) ^ 2 := by
    rw [show -(-R / a ^ 2) = R / a ^ 2 by ring, div_div_eq_mul_div, div_eq_iff hR.ne']
    ring
  unfold barrierPhase
  rw [h, Real.sqrt_sq (by positivity)]

/-- For `R > 0` the barrier phase increases strictly with energy below the vacuum level. -/
theorem barrierPhase_strictMonoOn {R : ℝ} (hR : 0 < R) :
    StrictMonoOn (barrierPhase R) (Iio 0) := by
  intro x hx y hy hxy
  have hx' : x < 0 := hx
  have hy' : y < 0 := hy
  have h4 : 0 < 4 * R := by positivity
  have h : √(4 * R / (-x)) < √(4 * R / (-y)) :=
    Real.sqrt_lt_sqrt (div_pos h4 (neg_pos.2 hx')).le
      (div_lt_div_of_pos_left h4 (neg_pos.2 hy') (neg_lt_neg hxy))
  unfold barrierPhase
  exact mul_lt_mul_of_pos_left (by linarith) Real.pi_pos

/-- For `R > 0`, `n ≥ 1`, `E < 0` and a crystal phase at most `π` at `E`, the phase condition is
equivalent to the Rydberg formula with the quantum defect taken at `E`. -/
theorem isImageState_iff_rydberg {R E : ℝ} {c : ℝ → ℝ} {n : ℕ} (hR : 0 < R) (hn : 1 ≤ n)
    (hE : E < 0) (hc : c E ≤ π) :
    IsImageState R c n E ↔ E = -R / ((n : ℝ) + quantumDefect c E) ^ 2 := by
  have hn' : (1 : ℝ) ≤ n := by exact_mod_cast hn
  have hq : c E / π ≤ 1 := (div_le_one Real.pi_pos).2 hc
  have hb : 0 < (n : ℝ) + quantumDefect c E := by
    unfold quantumDefect
    linarith
  have hcp : π * (c E / π) = c E := by field_simp
  have hv : barrierPhase R (-R / ((n : ℝ) + quantumDefect c E) ^ 2) = 2 * π * n - c E := by
    rw [barrierPhase_rydberg hR hb]
    unfold quantumDefect
    linear_combination -hcp
  constructor
  · intro h
    -- equal barrier phases mean equal energies
    apply (barrierPhase_strictMonoOn hR).injOn hE (rydberg_neg hR hb)
    linarith [h.2]
  · intro h
    refine ⟨hE, ?_⟩
    rw [← h] at hv
    linarith

/-- For `R > 0`, `n ≥ 1` and a crystal phase between `0` and `π` at `E`, an image state of energy
`E` lies between `-R/n²` and `-R/(n+1/2)²`. -/
theorem IsImageState.mem_window {R E : ℝ} {c : ℝ → ℝ} {n : ℕ} (h : IsImageState R c n E)
    (hR : 0 < R) (hn : 1 ≤ n) (hc : c E ∈ Icc 0 π) :
    E ∈ Icc (-R / (n : ℝ) ^ 2) (-R / ((n : ℝ) + 1 / 2) ^ 2) := by
  have hn' : (0 : ℝ) < n := by exact_mod_cast hn
  have hn2 : (0 : ℝ) < (n : ℝ) + 1 / 2 := by linarith
  have hm := barrierPhase_strictMonoOn hR
  have h1 := barrierPhase_rydberg hR hn'
  have h2 := barrierPhase_rydberg hR hn2
  constructor
  · by_contra hlt
    have := hm h.1 (rydberg_neg hR hn') (not_le.1 hlt)
    linarith [h.2, hc.2]
  · by_contra hlt
    have := hm (rydberg_neg hR hn2) h.1 (not_le.1 hlt)
    linarith [h.2, hc.1]

/-- Let `R > 0`, and let the crystal phase be continuous and nondecreasing below the vacuum level
with values in `[0, π]`. For each `n ≥ 1` there is exactly one image state, and its energy lies
between `-R/n²` and `-R/(n+1/2)²`. -/
theorem existsUnique_imageState {R : ℝ} {c : ℝ → ℝ} {n : ℕ} (hR : 0 < R) (hn : 1 ≤ n)
    (hcont : ContinuousOn c (Iio 0)) (hmono : MonotoneOn c (Iio 0))
    (hc : ∀ E < 0, c E ∈ Icc 0 π) :
    (∃! E, IsImageState R c n E) ∧
      ∀ E, IsImageState R c n E → E ∈ Icc (-R / (n : ℝ) ^ 2) (-R / ((n : ℝ) + 1 / 2) ^ 2) := by
  refine ⟨?_, fun E h => h.mem_window hR hn (hc E h.1)⟩
  have hn' : (0 : ℝ) < n := by exact_mod_cast hn
  have hn2 : (0 : ℝ) < (n : ℝ) + 1 / 2 := by linarith
  have hm := barrierPhase_strictMonoOn hR
  have h1 := barrierPhase_rydberg hR hn'
  have h2 := barrierPhase_rydberg hR hn2
  have ha := rydberg_neg hR hn'
  have hb := rydberg_neg hR hn2
  have hab : -R / (n : ℝ) ^ 2 ≤ -R / ((n : ℝ) + 1 / 2) ^ 2 := by
    by_contra hlt
    have := hm hb ha (not_le.1 hlt)
    linarith [Real.pi_pos]
  have hquot : ContinuousOn (fun E : ℝ => 4 * R / (-E)) (Iio 0) := by
    refine continuousOn_const.div continuous_neg.continuousOn ?_
    intro x hx
    have hx' : x < 0 := hx
    exact (neg_pos.2 hx').ne'
  have hphase : ContinuousOn (fun E => barrierPhase R E) (Iio 0) := by
    unfold barrierPhase
    exact continuousOn_const.mul (hquot.sqrt.sub continuousOn_const)
  have htotal : ContinuousOn (fun E => barrierPhase R E + c E)
      (Icc (-R / (n : ℝ) ^ 2) (-R / ((n : ℝ) + 1 / 2) ^ 2)) :=
    (hphase.add hcont).mono (fun x hx => lt_of_le_of_lt hx.2 hb)
  -- the total phase passes through 2πn inside the window
  obtain ⟨E, hE, hEq⟩ := intermediate_value_Icc hab htotal
    (show 2 * π * (n : ℝ) ∈ Icc _ _ from
      ⟨by linarith [(hc _ ha).2], by linarith [(hc _ hb).1]⟩)
  have hE0 : E < 0 := lt_of_le_of_lt hE.2 hb
  refine ⟨E, ⟨hE0, hEq⟩, ?_⟩
  -- the total phase is strictly increasing, so it does so only once
  intro y hy
  have hEq' : barrierPhase R E + c E = 2 * π * n := hEq
  rcases lt_trichotomy y E with hlt | heq | hgt
  · linarith [hm hy.1 hE0 hlt, hmono hy.1 hE0 hlt.le, hy.2]
  · exact heq
  · linarith [hm hE0 hy.1 hgt, hmono hE0 hy.1 hgt.le, hy.2]

/-- For `R > 0`, `n ≥ 1` and a constant crystal phase `c₀ ≤ π`, the image state has exactly the
Rydberg energy with the constant quantum defect `(1 - c₀/π)/2`. -/
theorem constant_phase {R E : ℝ} {n : ℕ} (hR : 0 < R) (hn : 1 ≤ n) (c₀ : ℝ) (hc : c₀ ≤ π) :
    IsImageState R (fun _ => c₀) n E ↔ E = -R / ((n : ℝ) + (1 - c₀ / π) / 2) ^ 2 := by
  constructor
  · intro h
    exact (isImageState_iff_rydberg hR hn h.1 hc).1 h
  · intro h
    have hn' : (1 : ℝ) ≤ n := by exact_mod_cast hn
    have hq : c₀ / π ≤ 1 := (div_le_one Real.pi_pos).2 hc
    have hE : E < 0 := by
      rw [h]
      exact rydberg_neg hR (by linarith)
    exact (isImageState_iff_rydberg hR hn hE hc).2 h

/-- For `R > 0` and `n ≥ 1` both ends of the energy window are attained: `-R/n²` for the constant
crystal phase `π`, and `-R/(n+1/2)²` for the constant crystal phase `0`. -/
theorem window_sharp {R : ℝ} {n : ℕ} (hR : 0 < R) (hn : 1 ≤ n) :
    IsImageState R (fun _ => π) n (-R / (n : ℝ) ^ 2) ∧
      IsImageState R (fun _ => 0) n (-R / ((n : ℝ) + 1 / 2) ^ 2) := by
  constructor
  · rw [constant_phase hR hn π le_rfl, div_self Real.pi_ne_zero, sub_self, zero_div, add_zero]
  · rw [constant_phase hR hn 0 Real.pi_pos.le, zero_div, sub_zero]

/-- For `R > 0` and a crystal phase with values in `[0, π]` below the vacuum level, an image state
with larger number has strictly higher energy. -/
theorem energy_lt_of_lt {R E E' : ℝ} {c : ℝ → ℝ} {m n : ℕ} (hR : 0 < R)
    (hc : ∀ E < 0, c E ∈ Icc 0 π) (hmn : m < n)
    (h : IsImageState R c m E) (h' : IsImageState R c n E') : E < E' := by
  by_contra hlt
  have hp := (barrierPhase_strictMonoOn hR).monotoneOn h'.1 h.1 (not_lt.1 hlt)
  have hmn' : (m : ℝ) + 1 ≤ n := by exact_mod_cast hmn
  have hmul := mul_le_mul_of_nonneg_left hmn' Real.pi_pos.le
  linarith [h.2, h'.2, (hc E h.1).1, (hc E' h'.1).2, Real.pi_pos]

/-- For `R > 0` and a crystal phase with values in `[0, π]` below the vacuum level, the energies of
a series of image states `n = 1, 2, …` converge to the vacuum level. -/
theorem tendsto_vacuum {R : ℝ} {c : ℝ → ℝ} {E : ℕ → ℝ} (hR : 0 < R)
    (hc : ∀ E < 0, c E ∈ Icc 0 π) (h : ∀ n, 1 ≤ n → IsImageState R c n (E n)) :
    Tendsto E atTop (𝓝 0) := by
  have hlow : Tendsto (fun n : ℕ => -R / (n : ℝ) ^ 2) atTop (𝓝 0) :=
    tendsto_const_nhds.div_atTop
      ((tendsto_pow_atTop two_ne_zero).comp tendsto_natCast_atTop_atTop)
  -- squeeze between the lower end of the window and the vacuum level
  refine tendsto_of_tendsto_of_tendsto_of_le_of_le' hlow tendsto_const_nhds ?_ ?_
  · filter_upwards [eventually_ge_atTop 1] with n hn
    exact ((h n hn).mem_window hR hn (hc _ (h n hn).1)).1
  · filter_upwards [eventually_ge_atTop 1] with n hn
    exact (h n hn).1.le

end

end ImagePotentialStates
```

```lean
#print axioms ImagePotentialStates.existsUnique_imageState
#print axioms ImagePotentialStates.window_sharp
#print axioms ImagePotentialStates.energy_lt_of_lt
#print axioms ImagePotentialStates.tendsto_vacuum
```

```
'ImagePotentialStates.existsUnique_imageState' depends on axioms: [propext, Classical.choice, Quot.sound]
'ImagePotentialStates.window_sharp' depends on axioms: [propext, Classical.choice, Quot.sound]
'ImagePotentialStates.energy_lt_of_lt' depends on axioms: [propext, Classical.choice, Quot.sound]
'ImagePotentialStates.tendsto_vacuum' depends on axioms: [propext, Classical.choice, Quot.sound]
```

## Energies and phases as Lean objects

`barrierPhase R E` is $B(E)$, and `quantumDefect c E` is $\delta(E)$. The predicate `IsImageState R c n E` combines the phase condition with `E < 0`. That clause is needed because Lean's square root returns zero for negative arguments, which would give the barrier phase a meaningless value above the vacuum level.

The main theorem is `existsUnique_imageState`. The crystal phase is a function `c : ℝ → ℝ`, but the hypotheses constrain it only below the vacuum level, the set `Iio 0`: `hcont` is continuity, `hmono` is monotonicity, and `hc` places the values in the closed interval `Icc 0 π`. The conclusion has two parts: `∃!` states that there is exactly one image state, and the second part places every image state in the closed energy window.

The condition `1 ≤ n` matters. For $n=0$ and constant $c=\pi$ the square root would have to vanish, which happens at no finite energy.

## Monotonicity and the intermediate value theorem in the proof

`barrierPhase_strictMonoOn` and `barrierPhase_rydberg` are the first two steps of the derivation, and the later results rest on them. `IsImageState.mem_window` proves confinement by contradiction: an energy beyond either end would have a barrier phase that `linarith` finds incompatible with the phase condition.

In `existsUnique_imageState`, `htotal` is the continuity of $F$ on the window, and `intermediate_value_Icc` produces the root. For uniqueness, `lt_trichotomy` compares a second root with the first, and monotonicity rules out both strict inequalities.

`isImageState_iff_rydberg` proves the Rydberg form, `constant_phase` specialises it, and `window_sharp` evaluates it at the two extreme phases. `energy_lt_of_lt` gives the ordering. `tendsto_vacuum` squeezes a given series of image states between $-R/n^2$ and zero.

## Demands on a computed crystal phase

The barrier phase is a definition here, not derived from the Schrödinger equation. The theorems therefore locate the roots of the phase model and give no error estimate against a full surface calculation.

The conditions on $c$ describe total reflection in a band gap across which the phase rises from $0$ to $\pi$. The theorem asks for them at all $E<0$, whereas a real gap covers only part of that range. A code can search only inside the gap, where the theorem does not guarantee a root for every $n$, or it can extend $c$ beyond the gap, for instance by constants. A root found outside the gap depends on the extension and need not be a bound state.

When a solver misbehaves, each hypothesis suggests something to check:

- **Range.** A phase obtained as the argument of a complex number may come out near $-\pi$ where $\pi$ is meant. If this happens at the upper end of the window, the left side minus $2\pi n$ is negative there and the bracket can fail.
- **Continuity.** If tabulated values of $c$ jump, the total phase can skip $2\pi n$, and bisection converges to the jump instead of a root.
- **Monotonicity.** If noise or interpolation makes $c$ fall steeply enough, several roots can appear in one window.

These checks, like the advice on tolerances, are programming guidance drawn from the derivation; the theorems concern real numbers and say nothing about rounding.
